# Pair forces obeying action and reaction drive the dipole through differences of charge-to-mass ratios

Q: When I estimate the radiation from a slow collision, I replace the dipole acceleration by the force between the particles. For an electron-positron pair I write $2q/m$ times the force. For two electrons I write zero and go to the next multipoles. What supports this?

A: Newton's second law, together with pair forces that are equal and opposite at each instant. Let particle $i$ have mass $m_i>0$, charge $q_i$ and position $r_i(t)$, and let $F_{ij}$ be the force on $i$ from $j$. The dipole moment is $d=\sum_i q_i r_i$. Differentiate twice and insert $m_i r_i''=\sum_j F_{ij}$:

$$d''=\sum_i q_i r_i''=\sum_{i,j} c_i F_{ij},\qquad c_i=\frac{q_i}{m_i}.$$

Exchange the names $i$ and $j$, then use $F_{ji}=-F_{ij}$:

$$\sum_{i,j} c_iF_{ij}=\sum_{i,j}c_jF_{ji}=-\sum_{i,j}c_jF_{ij}.$$

The average of the first and last expressions is

$$d''=\frac12\sum_{i,j}(c_i-c_j)F_{ij}.$$

Equal ratios give zero.

Q: And in Lean, where do the particles live?

A: They are labelled by a finite type `ι` and move in a real inner-product space `E`, which may be ordinary three-dimensional space.

```lean
import Mathlib

open Finset

namespace DipoleBremsstrahlung

noncomputable section

variable {ι E : Type*} [Fintype ι] [NormedAddCommGroup E] [InnerProductSpace ℝ E]
```

The mechanics is collected in one structure.

```lean
/-- Particles of positive masses `m i` on twice differentiable paths `r i` obey Newton's second
law under pair forces `F i j` (on `i` from `j`) that satisfy action and reaction. -/
structure NewtonianMotion (m : ι → ℝ) (r : ι → ℝ → E) (F : ι → ι → ℝ → E) : Prop where
  mass_pos : ∀ i, 0 < m i
  diff_path : ∀ i, Differentiable ℝ (r i)
  diff_velocity : ∀ i, Differentiable ℝ (deriv (r i))
  newton : ∀ i t, m i • deriv (deriv (r i)) t = ∑ j, F i j t
  reaction : ∀ i j t, F i j t = -F j i t
```

Q: Here `F i j` is a function of time alone. My Coulomb force depends on positions.

A: `F i j t` is the value of the force at time `t` along the motion, so any force law may stand behind it. The restrictive field is `reaction`: it compares the two forces at the same time, and retarded interactions in general violate it. It also makes `F i i` zero. The field `newton` has no separate term for an external field or for radiation reaction, so a nucleus that deflects an electron must be one of the particles.

Q: What about the radiation itself?

A: It enters through two definitions.

```lean
/-- The electric dipole moment of charges `q i` at the positions `r i t`. -/
def dipole (q : ι → ℝ) (r : ι → ℝ → E) (t : ℝ) : E := ∑ i, q i • r i t

/-- The power of electric dipole radiation, two thirds of the squared dipole acceleration,
in Gaussian units with the speed of light equal to one. -/
def dipolePower (q : ι → ℝ) (r : ι → ℝ → E) (t : ℝ) : ℝ :=
  2 / 3 * ‖deriv (deriv (dipole q r)) t‖ ^ 2
```

The second is the dipole formula for the radiated power, in Gaussian units with the speed of light equal to one. That a real source emits this power is the step you must supply from electrodynamics: it requires slow charges and a source small compared with the wavelength.

Q: Then show me that the derivatives are honest.

A: The paths and their velocities are assumed differentiable, so each `deriv` is a true derivative. The first lemma differentiates the finite sum term by term. It finds the velocity of the dipole at every time `s`, and only then differentiates again at `t`.

```lean
/-- For twice differentiable paths the dipole acceleration is the charge-weighted sum of the
particle accelerations. -/
theorem dipole_acceleration_eq_sum (q : ι → ℝ) {r : ι → ℝ → E}
    (hr : ∀ i, Differentiable ℝ (r i)) (hv : ∀ i, Differentiable ℝ (deriv (r i))) (t : ℝ) :
    deriv (deriv (dipole q r)) t = ∑ i, q i • deriv (deriv (r i)) t := by
  have h1 : deriv (dipole q r) = fun s => ∑ i, q i • deriv (r i) s := by
    funext s
    have h : HasDerivAt (fun s => ∑ i, q i • r i s) (∑ i, q i • deriv (r i) s) s :=
      HasDerivAt.fun_sum fun i _ => (hr i s).hasDerivAt.const_smul (q i)
    exact h.deriv
  have h2 : HasDerivAt (fun s => ∑ i, q i • deriv (r i) s)
      (∑ i, q i • deriv (deriv (r i)) t) t :=
    HasDerivAt.fun_sum fun i _ => (hv i t).hasDerivAt.const_smul (q i)
  rw [h1]
  exact h2.deriv
```

The exchange of names is a separate lemma about arbitrary weights `c` and forces `G` at one instant. In it, `hswap` is the second display above: `Finset.sum_comm` exchanges the sums and `hG` reverses the force. The tactic `module` does the final averaging.

```lean
/-- For pair forces that satisfy action and reaction, a weighted sum of the total forces is half the
sum over ordered pairs of the pair force times the difference of the weights. -/
theorem weighted_force_sum (c : ι → ℝ) (G : ι → ι → E) (hG : ∀ i j, G i j = -G j i) :
    ∑ i, c i • ∑ j, G i j = (1 / 2 : ℝ) • ∑ i, ∑ j, (c i - c j) • G i j := by
  -- exchanging the names of the two particles reverses the force
  have hswap : ∑ i, ∑ j, c j • G i j = -∑ i, ∑ j, c i • G i j := by
    refine Finset.sum_comm.trans ?_
    simp only [← Finset.sum_neg_distrib]
    refine Finset.sum_congr rfl fun i _ => Finset.sum_congr rfl fun j _ => ?_
    rw [hG j i, smul_neg]
  have hL : ∑ i, c i • ∑ j, G i j = ∑ i, ∑ j, c i • G i j := by
    simp only [Finset.smul_sum]
  rw [hL]
  simp only [sub_smul, Finset.sum_sub_distrib]
  rw [hswap]
  module
```

The main theorem sets the weights to `q i / m i`. Newton's law is used from right to left: the total force becomes $m_i r_i''$, and the positive mass cancels.

```lean
/-- In a Newtonian motion the dipole acceleration is half the sum over ordered pairs of the
pair force times the difference of the charge-to-mass ratios. -/
theorem dipole_acceleration {m : ι → ℝ} {r : ι → ℝ → E} {F : ι → ι → ℝ → E}
    (h : NewtonianMotion m r F) (q : ι → ℝ) (t : ℝ) :
    deriv (deriv (dipole q r)) t =
      (1 / 2 : ℝ) • ∑ i, ∑ j, (q i / m i - q j / m j) • F i j t := by
  rw [dipole_acceleration_eq_sum q h.diff_path h.diff_velocity]
  refine Eq.trans ?_ (weighted_force_sum (fun i => q i / m i) (fun i j => F i j t)
    (fun i j => h.reaction i j t))
  refine Finset.sum_congr rfl fun i _ => ?_
  -- Newton's law replaces the total force by mass times acceleration
  show q i • deriv (deriv (r i)) t = (q i / m i) • ∑ j, F i j t
  rw [← h.newton i t, smul_smul, div_mul_cancel₀ _ (h.mass_pos i).ne']
```

Q: My collision has two particles. Where did the factor one half go?

A: The sum runs over ordered pairs. Lean numbers the particles 0 and 1, and the diagonal terms vanish. The other two are equal, since $(c_1-c_0)F_{10}=(c_0-c_1)F_{01}$. Half their sum is $(c_0-c_1)F_{01}$.

```lean
/-- For two particles in Newtonian motion the dipole acceleration is the force on the first
times the difference of the charge-to-mass ratios. -/
theorem two_body_dipole_acceleration {m : Fin 2 → ℝ} {r : Fin 2 → ℝ → E}
    {F : Fin 2 → Fin 2 → ℝ → E} (h : NewtonianMotion m r F) (q : Fin 2 → ℝ) (t : ℝ) :
    deriv (deriv (dipole q r)) t = (q 0 / m 0 - q 1 / m 1) • F 0 1 t := by
  rw [dipole_acceleration h]
  simp only [Fin.sum_univ_two]
  rw [h.reaction 1 0 t]
  module
```

For charges $q$ and $-q$ with common mass $\mu$, the difference of ratios is $q/\mu-(-q/\mu)=2q/\mu$. Note that `μ` is the mass of each particle, not the reduced mass, which would be $\mu/2$.

```lean
/-- For two particles of equal mass `μ` and opposite charges `q` and `-q` in Newtonian motion,
such as an electron-positron pair, the dipole acceleration is `2q/μ` times the force on the
first. -/
theorem pair_dipole_acceleration {μ : ℝ} {r : Fin 2 → ℝ → E}
    {F : Fin 2 → Fin 2 → ℝ → E} (h : NewtonianMotion ![μ, μ] r F) (q t : ℝ) :
    deriv (deriv (dipole ![q, -q] r)) t = (2 * q / μ) • F 0 1 t := by
  rw [two_body_dipole_acceleration h]
  show (q / μ - -q / μ) • F 0 1 t = (2 * q / μ) • F 0 1 t
  congr 1
  ring
```

The power follows by taking the squared norm:

$$\frac23\left|\frac{2q}{\mu}F_{01}\right|^2=\frac{8q^2|F_{01}|^2}{3\mu^2}.$$

```lean
/-- The dipole radiation power of two particles of equal mass `μ` and opposite charges `q` and
`-q` in Newtonian motion, in terms of the force between them. -/
theorem pair_dipolePower {μ : ℝ} {r : Fin 2 → ℝ → E}
    {F : Fin 2 → Fin 2 → ℝ → E} (h : NewtonianMotion ![μ, μ] r F) (q t : ℝ) :
    dipolePower ![q, -q] r t = 8 * q ^ 2 * ‖F 0 1 t‖ ^ 2 / (3 * μ ^ 2) := by
  rw [dipolePower, pair_dipole_acceleration h, norm_smul, mul_pow, Real.norm_eq_abs, sq_abs]
  ring
```

Q: Could the hypotheses be so strict that no motion meets them?

A: No. Take any constant pair forces $G_{ij}=-G_{ji}$ and let every particle start at rest at the origin:

$$r_i(t)=\frac{t^2}{2m_i}\sum_jG_{ij}.$$

```lean
/-- The path of particle `i`, of nonzero mass, that starts at rest at the origin under constant
pair forces `G i j`. -/
def constantForcePath (m : ι → ℝ) (G : ι → ι → E) (i : ι) (t : ℝ) : E :=
  (t ^ 2 / 2) • ((m i)⁻¹ • ∑ j, G i j)
```

Two differentiations give $r_i''=m_i^{-1}\sum_jG_{ij}$, which is Newton's law. This motion is a consistency check and not a model of a real collision, since all the particles coincide at $t=0$. In the proof, `h1` and `h2` are these two differentiations, and the last lines fill the fields of the structure.

```lean
/-- For positive masses and constant pair forces that satisfy action and reaction, the uniformly
accelerated paths from rest form a Newtonian motion. -/
theorem newtonianMotion_witness {m : ι → ℝ} (hm : ∀ i, 0 < m i) (G : ι → ι → E)
    (hG : ∀ i j, G i j = -G j i) :
    NewtonianMotion m (constantForcePath m G) (fun i j _ => G i j) := by
  have h1 : ∀ i s, HasDerivAt (constantForcePath m G i)
      (s • ((m i)⁻¹ • ∑ j, G i j)) s := by
    intro i s
    have h : HasDerivAt (fun t : ℝ => t ^ 2 / 2) s s :=
      ((hasDerivAt_pow 2 s).div_const 2).congr_deriv (by norm_num)
    exact h.smul_const _
  have hd : ∀ i, deriv (constantForcePath m G i) =
      fun s => s • ((m i)⁻¹ • ∑ j, G i j) := fun i => funext fun s => (h1 i s).deriv
  have h2 : ∀ i s, HasDerivAt (deriv (constantForcePath m G i))
      ((m i)⁻¹ • ∑ j, G i j) s := by
    intro i s
    rw [hd i]
    exact ((hasDerivAt_id' s).smul_const _).congr_deriv (one_smul ℝ _)
  refine ⟨hm, fun i s => (h1 i s).differentiableAt, fun i s => (h2 i s).differentiableAt,
    fun i t => ?_, fun i j _ => hG i j⟩
  rw [(h2 i t).deriv, smul_smul, mul_inv_cancel₀ (hm i).ne', one_smul]
```

Q: Does a vanishing dipole acceleration tell me that the ratios are equal?

A: Not in a single motion, since the forces may be zero or their contributions may cancel. It does if the acceleration vanishes in every Newtonian motion with the given masses and charges, provided that the space contains a nonzero vector $e$ (a direction here, not the elementary charge). Choose the constant forces $G_{ij}=(c_i-c_j)e$, which satisfy action and reaction. Then

$$0=d''=\frac12\sum_{i,j}(c_i-c_j)^2\,e.$$

Since $e\neq0$, the sum of squares is zero, and so is each square. Hence all the ratios agree. The other direction is immediate from the main formula.

```lean
/-- For positive masses in a space of nonzero dimension, the dipole acceleration vanishes in
every Newtonian motion exactly when all charge-to-mass ratios are equal. -/
theorem no_dipole_acceleration_iff [Nontrivial E] {m : ι → ℝ} (hm : ∀ i, 0 < m i)
    (q : ι → ℝ) :
    (∀ (r : ι → ℝ → E) (F : ι → ι → ℝ → E), NewtonianMotion m r F →
      ∀ t, deriv (deriv (dipole q r)) t = 0) ↔ ∀ i j, q i / m i = q j / m j := by
  constructor
  · intro H i j
    obtain ⟨e, he⟩ := exists_ne (0 : E)
    -- forces proportional to the ratio differences make the double sum a sum of squares
    have hw := newtonianMotion_witness hm (fun i j => (q i / m i - q j / m j) • e)
      (fun i j => by module)
    have h0 := H _ _ hw 0
    rw [dipole_acceleration hw] at h0
    have h1 := (smul_eq_zero.mp h0).resolve_left (by norm_num)
    simp only [smul_smul, ← Finset.sum_smul] at h1
    have h2 := (smul_eq_zero.mp h1).resolve_right he
    have h3 := (Finset.sum_eq_zero_iff_of_nonneg
      (fun i _ => Finset.sum_nonneg fun j _ => mul_self_nonneg _)).mp h2 i (Finset.mem_univ i)
    have h4 := (Finset.sum_eq_zero_iff_of_nonneg
      (fun j _ => mul_self_nonneg _)).mp h3 j (Finset.mem_univ j)
    exact sub_eq_zero.mp (mul_self_eq_zero.mp h4)
  · intro hq r F h t
    rw [dipole_acceleration h]
    have hz : ∑ i, ∑ j, (q i / m i - q j / m j) • F i j t = 0 :=
      Finset.sum_eq_zero fun i _ => Finset.sum_eq_zero fun j _ => by
        rw [hq i j, sub_self, zero_smul]
    rw [hz, smul_zero]

end

end DipoleBremsstrahlung
```

The Lean proof follows the same route: `hw` supplies the motion, `h2` says that the double sum of squares is zero, and `h3` and `h4` isolate one row and then one term.

Q: "Every Newtonian motion" includes forces that no pair of charges exerts.

A: Yes, and that limits the converse. It ranges over all pair forces with action and reaction, not over Coulomb forces alone. For two particles you can read more from the two-body formula: whenever the force is nonzero, the dipole acceleration vanishes exactly if the two ratios agree.

Q: So what may I carry over to my own work?

A: In a classical simulation of an isolated system with instantaneous pair forces, you can obtain $d''$ from the forces already computed, without differentiating trajectories numerically. In quantum bremsstrahlung the dipole approximation uses matrix elements of the corresponding operator, whereas the theorems here concern classical, nonrelativistic paths.

```lean
#print axioms DipoleBremsstrahlung.pair_dipole_acceleration
-- 'DipoleBremsstrahlung.pair_dipole_acceleration' depends on axioms: [propext, Classical.choice, Quot.sound]
#print axioms DipoleBremsstrahlung.pair_dipolePower
-- 'DipoleBremsstrahlung.pair_dipolePower' depends on axioms: [propext, Classical.choice, Quot.sound]
#print axioms DipoleBremsstrahlung.no_dipole_acceleration_iff
-- 'DipoleBremsstrahlung.no_dipole_acceleration_iff' depends on axioms: [propext, Classical.choice, Quot.sound]
```
